# Plane-wave Green function of a finite ring with one impurity

Put one impurity into a periodic supercell and its eigenstates in general no longer carry a definite crystal momentum of the clean lattice. Unfolding asks how much weight they have at wave number k and at each energy. For Hermitian H this weight follows from the imaginary part of the diagonal element of (z − H)⁻¹ in a plane wave, with z just above the real axis. For one orbital per site, non-interacting electrons and an impurity that shifts a single site energy, this element has a closed form.

The supercell is closed into a ring, which keeps only its Γ-point states. The ring has N sites, hopping h(x − y) and potential v at site 0. Write

e_k(x) = exp(2πikx/N)/√N

ε_k = Σ_x h(x) exp(−2πikx/N)

g = (1/N) Σ_q 1/(z − ε_q)

If z differs from every ε_q and vg ≠ 1, then

⟨e_k, (z − H)⁻¹ e_k⟩ = 1/(z − ε_k) + v/(N(1 − vg)(z − ε_k)²).

In Lean, e_k is `planeWave k`, ε_k is `band h k`, g, the clean ring's Green function at any one site, is `siteGreen h z` and z − H is `shifted h v z`. Sites and wave numbers both live in `ZMod N`. The values of h, v and z are complex, and H need not be Hermitian.

```lean
import Mathlib

open Matrix

namespace UnfoldedImpurityGreen

noncomputable section

variable {N : ℕ} [NeZero N]

/-- The square root of the number of sites, as a complex number. -/
def rootN (N : ℕ) : ℂ := ((Real.sqrt (N : ℝ) : ℝ) : ℂ)

/-- The normalised plane wave `exp(2 pi i k x / N) / sqrt N` on a ring of `N` sites. -/
def planeWave (k x : ZMod N) : ℂ := ZMod.stdAddChar (k * x) / rootN N

/-- The band energy at wave number `k`: the discrete Fourier sum of the hopping `h`. -/
def band (h : ZMod N → ℂ) (k : ZMod N) : ℂ :=
  ∑ x, h x * ZMod.stdAddChar (-(k * x))

/-- The Hamiltonian of the ring with hopping `h (x - y)` and an on-site potential `v`
at site 0. -/
def impurityH (h : ZMod N → ℂ) (v : ℂ) : Matrix (ZMod N) (ZMod N) ℂ :=
  Matrix.circulant h + Matrix.diagonal (Pi.single 0 v)

/-- The matrix `z - H` for the ring with one impurity. -/
def shifted (h : ZMod N → ℂ) (v z : ℂ) : Matrix (ZMod N) (ZMod N) ℂ :=
  z • (1 : Matrix (ZMod N) (ZMod N) ℂ) - impurityH h v

/-- The band average of `1 / (z - band h q)`, for `z` different from every band energy. -/
def siteGreen (h : ZMod N → ℂ) (z : ℂ) : ℂ :=
  (1 / (N : ℂ)) * ∑ q, 1 / (z - band h q)
```

## At least one site

`NeZero N` says that the ring is not empty. By hand, it permits the normalisation 1/√N and the geometric sum

Σ_x exp(2πi(q − k)x/N) = N if k = q, and 0 otherwise.

This gives orthonormality. Since e_k(x) = e_x(k), exchanging sites and wave numbers gives completeness:

ψ(x) = Σ_k ψ_k e_k(x), with ψ_k = ⟨e_k, ψ⟩.

The proofs take the same route, with `rootN_spec` supplying √N · √N = N. For N = 0 the type `ZMod 0` is the integers, and there is no finite ring to normalise on.

```lean
/-- For a ring with at least one site, `rootN N` is nonzero and squares to `N`. -/
theorem rootN_spec : rootN N ≠ 0 ∧ rootN N * rootN N = (N : ℂ) := by
  have hs : rootN N * rootN N = (N : ℂ) := by
    rw [rootN, ← Complex.ofReal_mul, Real.mul_self_sqrt (Nat.cast_nonneg N),
      Complex.ofReal_natCast]
  refine ⟨fun h0 => ?_, hs⟩
  rw [h0, mul_zero] at hs
  exact Nat.cast_ne_zero.mpr (NeZero.ne N) hs.symm

/-- Complex conjugation reverses the phase of a plane wave. -/
theorem star_planeWave (k x : ZMod N) :
    star (planeWave k) x = ZMod.stdAddChar (-(k * x)) / rootN N := by
  change (starRingEnd ℂ) (ZMod.stdAddChar (k * x) / ((Real.sqrt (N : ℝ) : ℝ) : ℂ)) = _
  rw [map_div₀, Complex.conj_ofReal, ZMod.stdAddChar_apply, ZMod.stdAddChar_apply,
    AddChar.map_neg_eq_inv, Circle.coe_inv_eq_conj, rootN]

/-- The plane waves are orthonormal. -/
theorem planeWave_orthonormal (k q : ZMod N) :
    star (planeWave k) ⬝ᵥ planeWave q = if k = q then 1 else 0 := by
  have hN : (N : ℂ) ≠ 0 := Nat.cast_ne_zero.mpr (NeZero.ne N)
  have h1 : ∀ x : ZMod N, star (planeWave k) x * planeWave q x
      = ZMod.stdAddChar (x * (q - k)) / (N : ℂ) := by
    intro x
    rw [star_planeWave, planeWave, show x * (q - k) = -(k * x) + q * x by ring,
      AddChar.map_add_eq_mul, div_mul_div_comm, rootN_spec.2]
  rw [dotProduct, Finset.sum_congr rfl fun x _ => h1 x, ← Finset.sum_div,
    AddChar.sum_mulShift _ (ZMod.isPrimitive_stdAddChar N), ZMod.card]
  by_cases hkq : k = q
  · subst hkq
    rw [if_pos (sub_self k), if_pos rfl, div_self hN]
  · rw [if_neg (sub_ne_zero.mpr (Ne.symm hkq)), if_neg hkq]
    simp

/-- Every state on the ring is the sum of its projections on the plane waves. -/
theorem planeWave_complete (ψ : ZMod N → ℂ) (x : ZMod N) :
    ψ x = ∑ k, (star (planeWave k) ⬝ᵥ ψ) * planeWave k x := by
  have hsym : ∀ a b : ZMod N, planeWave a b = planeWave b a := by
    intro a b
    rw [planeWave, planeWave, mul_comm a b]
  symm
  calc ∑ k, (star (planeWave k) ⬝ᵥ ψ) * planeWave k x
      = ∑ k, ∑ y, ψ y * (star (planeWave y) k * planeWave x k) := by
        refine Finset.sum_congr rfl fun k _ => ?_
        rw [dotProduct, Finset.sum_mul]
        refine Finset.sum_congr rfl fun y _ => ?_
        change star (planeWave k y) * ψ y * planeWave k x
          = ψ y * (star (planeWave y k) * planeWave x k)
        rw [hsym k y, hsym k x]
        ring
    _ = ∑ y, ψ y * (star (planeWave y) ⬝ᵥ planeWave x) := by
        rw [Finset.sum_comm]
        simp only [dotProduct, Finset.mul_sum]
    _ = ψ x := by
        simp only [planeWave_orthonormal]
        simp
```

## Uniform hopping and a single impurity site

These two assumptions sit in the definition `impurityH`: a circulant matrix plus a diagonal one supported at site 0. Substituting u = x − y gives

Σ_x e_k(x)* h(x − y) = ε_k e_k(y)*,

while the impurity contributes e_k(0)* vψ(0) = vψ(0)/√N. Hence

⟨e_k, (z − H)ψ⟩ = (z − ε_k)ψ_k − vψ(0)/√N.

In the proof, `hrow` is the substitution and `himp` the impurity term. If hopping varied from bond to bond, the host itself would in general mix plane waves; a second impurity would add a second unknown amplitude. Treating a real defect as one shifted site energy, with neighbouring bonds untouched, is the physical step that remains to be justified.

```lean
/-- In momentum space `z - H` multiplies each amplitude by `z - band h k`, and the impurity
subtracts the same amount `v ψ(0) / sqrt N` from all of them. -/
theorem momentum_equation (h : ZMod N → ℂ) (v z : ℂ) (ψ : ZMod N → ℂ) (k : ZMod N) :
    star (planeWave k) ⬝ᵥ (shifted h v z *ᵥ ψ)
      = (z - band h k) * (star (planeWave k) ⬝ᵥ ψ) - v * ψ 0 / rootN N := by
  -- the conjugate plane wave is a left eigenvector of the clean ring
  have hrow : star (planeWave k) ᵥ* Matrix.circulant h = band h k • star (planeWave k) := by
    ext y
    change ∑ x, star (planeWave k) x * h (x - y)
      = (∑ u, h u * ZMod.stdAddChar (-(k * u))) * star (planeWave k) y
    rw [Finset.sum_mul]
    refine Fintype.sum_equiv (Equiv.subRight y) _ _ fun x => ?_
    rw [Equiv.subRight_apply, star_planeWave, star_planeWave,
      show -(k * x) = -(k * (x - y)) + -(k * y) by ring, AddChar.map_add_eq_mul]
    ring
  -- the impurity only sees the amplitude at site 0
  have himp : star (planeWave k) ⬝ᵥ (Matrix.diagonal (Pi.single 0 v) *ᵥ ψ)
      = v * ψ 0 / rootN N := by
    rw [dotProduct, Finset.sum_eq_single 0]
    · rw [Matrix.mulVec_diagonal, Pi.single_eq_same, star_planeWave, mul_zero, neg_zero,
        AddChar.map_zero_eq_one]
      ring
    · intro x _ hx
      rw [Matrix.mulVec_diagonal, Pi.single_eq_of_ne hx, zero_mul, mul_zero]
    · exact fun h0 => absurd (Finset.mem_univ _) h0
  have hz : (z • (1 : Matrix (ZMod N) (ZMod N) ℂ)) *ᵥ ψ = z • ψ := by
    ext x
    rw [Matrix.smul_one_eq_diagonal, Matrix.mulVec_diagonal]
    rfl
  rw [shifted, impurityH, Matrix.sub_mulVec, Matrix.add_mulVec, hz, dotProduct_sub,
    dotProduct_add, himp, Matrix.dotProduct_mulVec, hrow, dotProduct_smul, smul_dotProduct,
    smul_eq_mul, smul_eq_mul]
  ring
```

## An energy off the clean levels

The hypothesis `hz` keeps z away from every level of the clean ring, so that each z − ε_k can be divided out. With s_k = ⟨e_k, (z − H)ψ⟩,

ψ_k = (s_k + vψ(0)/√N)/(z − ε_k).

Summing ψ_k/√N over k gives ψ(0) on the left, and vgψ(0) plus a sum over the s_k on the right, so

(1 − vg)ψ(0) = Σ_k s_k/(√N(z − ε_k)).

The proof builds this sum as `key` and rearranges it. At a clean level the formula loses its meaning, though z − H may still be invertible: for N = 1, z = ε_0 and v ≠ 0, it equals −v.

```lean
/-- For `z` off the band, the amplitude of `ψ` at the impurity, times `1 - v g`, is fixed by
the plane-wave amplitudes of the source `(z - H) ψ`. -/
theorem impurity_site_equation (h : ZMod N → ℂ) (v : ℂ) {z : ℂ} (hz : ∀ q, z ≠ band h q)
    (ψ : ZMod N → ℂ) :
    (1 - v * siteGreen h z) * ψ 0
      = ∑ k, (star (planeWave k) ⬝ᵥ (shifted h v z *ᵥ ψ)) / (rootN N * (z - band h k)) := by
  obtain ⟨hs0, hs⟩ := rootN_spec (N := N)
  have key : ψ 0 = ∑ k, ((star (planeWave k) ⬝ᵥ (shifted h v z *ᵥ ψ))
      / (rootN N * (z - band h k)) + v * ψ 0 * (1 / (N : ℂ)) * (1 / (z - band h k))) := by
    refine (planeWave_complete ψ 0).trans (Finset.sum_congr rfl fun k _ => ?_)
    have hk : z - band h k ≠ 0 := sub_ne_zero.mpr (hz k)
    rw [momentum_equation, planeWave, mul_zero, AddChar.map_zero_eq_one, ← hs]
    field_simp
    ring
  rw [Finset.sum_add_distrib, ← Finset.mul_sum] at key
  rw [siteGreen]
  linear_combination key
```

## No impurity level at z

The condition vg ≠ 1 says that z is not an eigenvalue of the ring with the impurity. Suppose (z − H)ψ = 0. Then every s_k vanishes, so ψ(0) = 0, then every ψ_k = 0, and ψ = 0.

If instead vg = 1, the state γ with amplitudes γ_k = 1/(z − ε_k) has γ(0) = √N g ≠ 0, and

⟨e_k, (z − H)γ⟩ = 1 − vg = 0 for every k.

So z − H is singular and no inverse exists. For Hermitian H, this eigenvalue may lie outside the range of the clean levels or between two of them.

```lean
/-- Eigenvalue condition: for `z` off the band, `z` is an eigenvalue of the ring with the impurity,
that is `det (z - H) = 0`, exactly when `v g = 1`. -/
theorem det_eq_zero_iff (h : ZMod N → ℂ) (v : ℂ) {z : ℂ} (hz : ∀ q, z ≠ band h q) :
    (shifted h v z).det = 0 ↔ v * siteGreen h z = 1 := by
  obtain ⟨hs0, hs⟩ := rootN_spec (N := N)
  rw [← Matrix.exists_mulVec_eq_zero_iff]
  constructor
  · rintro ⟨ψ, hψ, h0⟩
    by_contra hv
    have h1 := impurity_site_equation h v hz ψ
    simp only [h0, dotProduct_zero, zero_div, Finset.sum_const_zero] at h1
    have hψ0 : ψ 0 = 0 := (mul_eq_zero.mp h1).resolve_left (sub_ne_zero.mpr (Ne.symm hv))
    apply hψ
    ext x
    change ψ x = 0
    rw [planeWave_complete ψ x]
    refine Finset.sum_eq_zero fun k _ => ?_
    have h2 := momentum_equation h v z ψ k
    rw [h0, dotProduct_zero, hψ0, mul_zero, zero_div, sub_zero] at h2
    rw [(mul_eq_zero.mp h2.symm).resolve_left (sub_ne_zero.mpr (hz k)), zero_mul]
  · intro hv
    -- the null vector of z - H has plane-wave amplitudes 1 / (z - band h k)
    let γ : ZMod N → ℂ := fun x => ∑ k, 1 / (z - band h k) * planeWave k x
    have hamp : ∀ q, star (planeWave q) ⬝ᵥ γ = 1 / (z - band h q) := by
      intro q
      calc star (planeWave q) ⬝ᵥ γ
          = ∑ k, 1 / (z - band h k) * (star (planeWave q) ⬝ᵥ planeWave k) := by
            simp only [γ, dotProduct, Finset.mul_sum]
            rw [Finset.sum_comm]
            exact Finset.sum_congr rfl fun k _ => Finset.sum_congr rfl fun x _ => by ring
        _ = 1 / (z - band h q) := by
            simp only [planeWave_orthonormal]
            simp
    have hγ0 : γ 0 = rootN N * siteGreen h z := by
      simp only [γ, planeWave, mul_zero, AddChar.map_zero_eq_one]
      rw [← Finset.sum_mul, siteGreen, ← hs]
      field_simp
    refine ⟨γ, fun h0 => ?_, ?_⟩
    · rw [h0, Pi.zero_apply] at hγ0
      rw [(mul_eq_zero.mp hγ0.symm).resolve_left hs0, mul_zero] at hv
      exact zero_ne_one hv
    · ext x
      change (shifted h v z *ᵥ γ) x = 0
      rw [planeWave_complete (shifted h v z *ᵥ γ) x]
      refine Finset.sum_eq_zero fun k _ => ?_
      have hc : v * (rootN N * siteGreen h z) / rootN N = v * siteGreen h z := by
        field_simp
      rw [momentum_equation, hamp, hγ0, hc, hv,
        mul_one_div_cancel (sub_ne_zero.mpr (hz k)), sub_self, zero_mul]
```

For vg ≠ 1, take ψ = (z − H)⁻¹e_q, so that s_k = δ_kq. The equations that express ψ(0) and ψ_k through the s_k, derived above for an energy off the clean levels, give

ψ(0) = 1/(√N(1 − vg)(z − ε_q))

ψ_k = δ_kq/(z − ε_k) + v/(N(1 − vg)(z − ε_k)(z − ε_q)).

`green_momentum` states invertibility, as `IsUnit` of the determinant, together with this formula for all k and q. Its proof obtains the two amplitudes as `hψ0` and `h3`.

```lean
/-- Green function of one impurity in momentum space: for `z` off the band and `v g ≠ 1`,
`z - H` is invertible, and its inverse between plane waves `k` and `q` is the clean
propagator plus a single scattering term. -/
theorem green_momentum (h : ZMod N → ℂ) (v : ℂ) {z : ℂ} (hz : ∀ q, z ≠ band h q)
    (hv : v * siteGreen h z ≠ 1) :
    IsUnit (shifted h v z).det ∧ ∀ k q,
      star (planeWave k) ⬝ᵥ ((shifted h v z)⁻¹ *ᵥ planeWave q)
        = (if k = q then 1 / (z - band h k) else 0)
          + v / (N * (1 - v * siteGreen h z) * (z - band h k) * (z - band h q)) := by
  obtain ⟨hs0, hs⟩ := rootN_spec (N := N)
  have hu : IsUnit (shifted h v z).det :=
    isUnit_iff_ne_zero.mpr (mt (det_eq_zero_iff h v hz).mp hv)
  refine ⟨hu, fun k q => ?_⟩
  have hg : 1 - v * siteGreen h z ≠ 0 := sub_ne_zero.mpr (Ne.symm hv)
  have hk : z - band h k ≠ 0 := sub_ne_zero.mpr (hz k)
  have hq : z - band h q ≠ 0 := sub_ne_zero.mpr (hz q)
  have hψ : shifted h v z *ᵥ ((shifted h v z)⁻¹ *ᵥ planeWave q) = planeWave q := by
    rw [Matrix.mulVec_mulVec, Matrix.mul_nonsing_inv _ hu, Matrix.one_mulVec]
  generalize (shifted h v z)⁻¹ *ᵥ planeWave q = ψ at hψ ⊢
  -- the amplitude at the impurity
  have h1 := impurity_site_equation h v hz ψ
  simp only [hψ, planeWave_orthonormal] at h1
  rw [Finset.sum_eq_single q (fun p _ hp => by rw [if_neg hp, zero_div])
    (fun h0 => absurd (Finset.mem_univ _) h0), if_pos rfl] at h1
  have hψ0 : ψ 0 = 1 / (rootN N * (z - band h q)) / (1 - v * siteGreen h z) := by
    rw [eq_div_iff hg, mul_comm]
    exact h1
  -- the amplitude on the plane wave k
  have h2 := momentum_equation h v z ψ k
  rw [hψ, planeWave_orthonormal] at h2
  have h3 : star (planeWave k) ⬝ᵥ ψ
      = ((if k = q then 1 else 0) + v * ψ 0 / rootN N) / (z - band h k) := by
    rw [eq_div_iff hk]
    linear_combination -h2
  have h4 : v * ψ 0 / rootN N / (z - band h k)
      = v / (N * (1 - v * siteGreen h z) * (z - band h k) * (z - band h q)) := by
    rw [hψ0, ← hs]
    field_simp
  rw [h3, add_div, h4]
  split_ifs
  · rfl
  · rw [zero_div]
```

The scattering term is exact in v, not a first-order approximation: the factor 1/(1 − vg) accounts for repeated scattering at the impurity. Setting q = k gives the unfolded element. Despite its factor 1/N, the correction grows without bound when v approaches 1/g at fixed N and z, with g ≠ 0.

```lean
/-- Unfolded Green function: for `z` off the band and `v g ≠ 1`, the diagonal element of `(z - H)⁻¹`
in the plane wave `k` is the clean propagator plus `v / (N (1 - v g))` times the squared clean
propagator. -/
theorem green_unfolded (h : ZMod N → ℂ) (v : ℂ) {z : ℂ} (hz : ∀ q, z ≠ band h q)
    (hv : v * siteGreen h z ≠ 1) (k : ZMod N) :
    star (planeWave k) ⬝ᵥ ((shifted h v z)⁻¹ *ᵥ planeWave k)
      = 1 / (z - band h k)
        + v / (N * (1 - v * siteGreen h z) * (z - band h k) ^ 2) := by
  rw [(green_momentum h v hz hv).2 k k, if_pos rfl, sq, ← mul_assoc]

end

end UnfoldedImpurityGreen
```

```lean
#print axioms UnfoldedImpurityGreen.green_momentum
#print axioms UnfoldedImpurityGreen.green_unfolded
```

```
'UnfoldedImpurityGreen.green_momentum' depends on axioms: [propext, Classical.choice, Quot.sound]
'UnfoldedImpurityGreen.green_unfolded' depends on axioms: [propext, Classical.choice, Quot.sound]
```

## Two sites, and one

Take N = 2, h(0) = 0, h(1) = 1, v = 1 and z = 2. Then ε_0 = 1, ε_1 = −1 and g = ½(1 + 1/3) = 2/3. The formula gives

k = 0: 1 + 1/(2 · 1/3 · 1) = 5/2

k = 1: 1/3 + 1/(2 · 1/3 · 9) = 1/2.

Directly, z − H has rows (1, −1) and (−1, 2), and its inverse has rows (2, 1) and (1, 1). Its elements in (1, 1)/√2 and (1, −1)/√2 are again 5/2 and 1/2. Raising v to 3/2 makes vg = 1, and the determinant vanishes.

For N = 1, g = 1/(z − ε_0) and the two terms add up to 1/(z − ε_0 − v), the Green function of a single shifted level.
